# The nine s, p and d functions are linearly independent on the ligands of an equidistant tricapped trigonal prism

Suppose that some nonzero combination of the s, p and d angular functions of a metal vanished at every one of nine hydride ligands. After rescaling its s, p and d parts to allow for their different radial factors, one would have a metal orbital with no overlap with any of the ligand 1s orbitals, and one combination of the nine 1s orbitals would in turn find no partner on the metal. The usual picture of an 18-electron nonahydride such as ReH₉²⁻, with nine bonding orbitals holding two electrons each, would then fail. For a tricapped trigonal prism with all ligands at the same distance from the metal, no such combination exists.

```lean
import Mathlib

open Matrix Real

namespace NineCoordinateHydride

noncomputable section
```

The first line loads the mathematical library Mathlib. The `open` line allows short names such as `π`, `cos` and `sin`.

## The orbitals and the ligand positions

```lean
/-- The nine angular functions s, p and d of a metal atom, as polynomials at the point `p`, in the
order 1, x, y, z, x²-y², 2z²-x²-y², xy, yz, zx. -/
def orbitals (p : Fin 3 → ℝ) : Fin 9 → ℝ :=
  ![1, p 0, p 1, p 2, p 0 ^ 2 - p 1 ^ 2, 2 * p 2 ^ 2 - p 0 ^ 2 - p 1 ^ 2,
    p 0 * p 1, p 1 * p 2, p 2 * p 0]
```

A point `p` has type `Fin 3 → ℝ`: it assigns a real number to each of the indices 0, 1, 2. So `p 0`, `p 1`, `p 2` are x, y, z. The result is a list of nine numbers, indexed from 0 to 8:

0: 1, 1: x, 2: y, 3: z, 4: x² − y², 5: 2z² − x² − y², 6: xy, 7: yz, 8: zx

These are the angular parts of the orbitals without normalisation constants. Restoring the constants multiplies each column of the matrix below by a nonzero number, which does not affect invertibility.

```lean
/-- The point at height `z` with horizontal coordinates `a (cos t, sin t)`. -/
def site (a z t : ℝ) : Fin 3 → ℝ := ![a * cos t, a * sin t, z]
```

This is the point (a cos t, a sin t, z). The number a may be negative, which turns the point by 180° about the z axis.

```lean
/-- The nine ligands of a tricapped trigonal prism: three equatorial caps, then the upper and the
lower triangle of the prism. -/
def ligand (r h : ℝ) : Fin 9 → Fin 3 → ℝ :=
  ![site 1 0 0, site 1 0 (2 * π / 3), site 1 0 (4 * π / 3),
    site (-r) h 0, site (-r) h (2 * π / 3), site (-r) h (4 * π / 3),
    site (-r) (-h) 0, site (-r) (-h) (2 * π / 3), site (-r) (-h) (4 * π / 3)]
```

The metal sits at the origin. Three caps lie in the equatorial plane at angles 0, 2π/3 and 4π/3. The prism has a triangle at height h and another at height −h, both with a = −r. For 0 < r < 2 and h > 0 this places each cap outside a rectangular face of the prism.

```lean
/-- The matrix of metal orbitals (columns) evaluated at the ligands (rows). -/
def ligandMatrix (r h : ℝ) : Matrix (Fin 9) (Fin 9) ℝ :=
  fun i j => orbitals (ligand r h i) j
```

Row i belongs to a ligand and column j to an orbital, and the entry is the value of orbital j at ligand i. For a spherical ligand orbital at a fixed distance, the overlap with a metal orbital is, apart from the normalisation constants, this value times a radial factor that depends only on whether the orbital is s, p or d. If the three radial factors are nonzero, they only rescale columns, so the matrix of overlaps is invertible exactly when this matrix is.

```lean
/-- The value at `p` of the spd combination with coefficients `c`. -/
def hybrid (c : Fin 9 → ℝ) (p : Fin 3 → ℝ) : ℝ := ∑ j, orbitals p j * c j
```

With coefficients c₀, …, c₈, `hybrid c p` is the value at p of the combination of the nine angular functions. The coefficients are arbitrary real numbers, with no normalisation imposed.

```lean
/-- An spd combination written out in Cartesian coordinates. -/
theorem hybrid_apply (c : Fin 9 → ℝ) (x y z : ℝ) :
    hybrid c ![x, y, z] = 1 * c 0 + x * c 1 + y * c 2 + z * c 3 + (x ^ 2 - y ^ 2) * c 4
      + (2 * z ^ 2 - x ^ 2 - y ^ 2) * c 5 + x * y * c 6 + y * z * c 7 + z * x * c 8 := by
  unfold hybrid
  rw [Fin.sum_univ_castSucc, Fin.sum_univ_eight]
  rfl
```

This theorem writes out the nine-term sum in x, y and z, so that later steps can work with ordinary polynomials.

## One triangle gives three separate equations

```lean
/-- If an spd combination vanishes on a horizontal triangle of ligands, its coefficients obey one
equation for the totally symmetric part and two for the degenerate pair. -/
theorem triangle_separation (c : Fin 9 → ℝ) (a z : ℝ)
    (h0 : hybrid c (site a z 0) = 0) (h1 : hybrid c (site a z (2 * π / 3)) = 0)
    (h2 : hybrid c (site a z (4 * π / 3)) = 0) :
    c 0 + z * c 3 + (2 * z ^ 2 - a ^ 2) * c 5 = 0 ∧
    a * c 1 + a ^ 2 * c 4 + a * z * c 8 = 0 ∧
    a * c 2 - a ^ 2 * c 6 / 2 + a * z * c 7 = 0 := by
  have a1 : 2 * π / 3 = π - π / 3 := by ring
  have a2 : 4 * π / 3 = π / 3 + π := by ring
  have c1 : cos (2 * π / 3) = -(1 / 2) := by rw [a1, cos_pi_sub, cos_pi_div_three]
  have s1 : sin (2 * π / 3) = √3 / 2 := by rw [a1, sin_pi_sub, sin_pi_div_three]
  have c2 : cos (4 * π / 3) = -(1 / 2) := by rw [a2, cos_add_pi, cos_pi_div_three]
  have s2 : sin (4 * π / 3) = -(√3 / 2) := by rw [a2, sin_add_pi, sin_pi_div_three]
  have hs : √3 ^ 2 = (3 : ℝ) := Real.sq_sqrt (by norm_num)
  simp only [site, hybrid_apply, cos_zero, sin_zero] at h0
  simp only [site, hybrid_apply, c1, s1] at h1
  simp only [site, hybrid_apply, c2, s2] at h2
  -- project the three conditions on the symmetry-adapted combinations of the triangle
  refine ⟨?_, ?_, ?_⟩
  · linear_combination (h0 + h1 + h2) / 3 + a ^ 2 * (c 4 + c 5) / 6 * hs
  · linear_combination (2 * h0 - h1 - h2) / 3 - a ^ 2 * (c 4 + c 5) / 6 * hs
  · linear_combination √3 / 3 * (h1 - h2)
      - (a * c 2 - a ^ 2 * c 6 / 2 + a * z * c 7) / 3 * hs
```

The hypotheses `h0`, `h1`, `h2` say that the combination vanishes at the three corners of a horizontal triangle. The conclusion is three equations joined by `∧`, "and". To derive them, set

S = c₀ + z c₃ + (2z² − a²) c₅
E = a c₁ + a² c₄ + a z c₈
F = a c₂ − a² c₆/2 + a z c₇

The corners are (a, 0, z), (−a/2, √3a/2, z) and (−a/2, −√3a/2, z). At the last two, x² − y² = −a²/2, while xy = −√3a²/4 and +√3a²/4 respectively. The values of the combination at the three corners are therefore

H₀ = S + E
H₁ = S − E/2 + (√3/2) F
H₂ = S − E/2 − (√3/2) F

Solving for the three parts gives

S = (H₀ + H₁ + H₂)/3
E = (2H₀ − H₁ − H₂)/3
F = (H₁ − H₂)/√3

If all three values vanish, so do S, E and F. S is the totally symmetric part under the threefold rotation; E and F belong to the degenerate pair.

The Lean proof first establishes the cosines (`c1`, `c2`) and sines (`s1`, `s2`), then substitutes them. These names are unrelated to the coefficients, which Lean writes with a space, as in `c 1`. Each `linear_combination` line names the multiples of known equations that add up to the goal, and Lean checks the algebra. The multiples are those above, with corrections by `hs`, which says that √3² = 3.

## Three triangles force every coefficient to vanish

```lean
/-- With all ligands on the unit sphere and `r`, `h` nonzero, only the zero spd combination
vanishes at all nine ligands. -/
theorem hybrid_eq_zero {r h : ℝ} (hn : r ^ 2 + h ^ 2 = 1) (hr : r ≠ 0) (hh : h ≠ 0)
    (c : Fin 9 → ℝ) (hc : ∀ i, hybrid c (ligand r h i) = 0) : c = 0 := by
  obtain ⟨k1, k2, k3⟩ := triangle_separation c 1 0 (hc 0) (hc 1) (hc 2)
  obtain ⟨u1, u2, u3⟩ := triangle_separation c (-r) h (hc 3) (hc 4) (hc 5)
  obtain ⟨d1, d2, d3⟩ := triangle_separation c (-r) (-h) (hc 6) (hc 7) (hc 8)
  have hr1 : r + 1 ≠ 0 := by
    intro h1
    have h2 : h ^ 2 = 0 := by linear_combination hn - (r - 1) * h1
    exact hh (pow_eq_zero_iff two_ne_zero |>.mp h2)
  -- odd under reflection in the equatorial plane: differences of the two prism layers
  have m3 : h * c 3 = 0 := by linear_combination (u1 - d1) / 2
  have m7 : (r * h) * c 7 = 0 := by linear_combination (d3 - u3) / 2
  have m8 : (r * h) * c 8 = 0 := by linear_combination (d2 - u2) / 2
  -- even under the reflection: sums of the layers, combined with the caps
  have m5 : h ^ 2 * c 5 = 0 := by
    linear_combination (u1 + d1) / 6 - k1 / 3 + c 5 / 3 * hn
  have m4 : (r * (r + 1)) * c 4 = 0 := by linear_combination (u2 + d2) / 2 + r * k2
  have m6 : (r * (r + 1)) * c 6 = 0 := by linear_combination -(u3 + d3) - 2 * r * k3
  have z3 : c 3 = 0 := (mul_eq_zero.mp m3).resolve_left hh
  have z7 : c 7 = 0 := (mul_eq_zero.mp m7).resolve_left (mul_ne_zero hr hh)
  have z8 : c 8 = 0 := (mul_eq_zero.mp m8).resolve_left (mul_ne_zero hr hh)
  have z5 : c 5 = 0 := (mul_eq_zero.mp m5).resolve_left (pow_ne_zero 2 hh)
  have z4 : c 4 = 0 := (mul_eq_zero.mp m4).resolve_left (mul_ne_zero hr hr1)
  have z6 : c 6 = 0 := (mul_eq_zero.mp m6).resolve_left (mul_ne_zero hr hr1)
  have z0 : c 0 = 0 := by linear_combination k1 + z5
  have z1 : c 1 = 0 := by linear_combination k2 - z4
  have z2 : c 2 = 0 := by linear_combination k3 + z6 / 2
  funext j
  fin_cases j
  exacts [z0, z1, z2, z3, z4, z5, z6, z7, z8]
```

The condition `hn`, r² + h² = 1, puts the prism ligands at the same distance from the metal as the caps, with that distance as the unit of length. The theorem says that if r and h are nonzero and the combination vanishes at all nine ligands, then every coefficient is zero.

The caps have a = 1 and z = 0, so the triangle equations become

c₀ − c₅ = 0
c₁ + c₄ = 0
c₂ − c₆/2 = 0

The upper triangle has a = −r and z = h:

c₀ + h c₃ + (2h² − r²) c₅ = 0
−r c₁ + r² c₄ − r h c₈ = 0
−r c₂ − r² c₆/2 − r h c₇ = 0

The lower triangle gives the same equations with h replaced by −h. Subtracting the layers leaves the functions odd under reflection in the equatorial plane:

h c₃ = 0, r h c₈ = 0, r h c₇ = 0

Adding the layers leaves the even ones. Inserting c₀ = c₅, c₁ = −c₄ and c₂ = c₆/2 from the caps turns the sums into

(1 + 2h² − r²) c₅ = 3h² c₅ = 0
r(r + 1) c₄ = 0
r(r + 1) c₆ = 0

The first line uses 1 − r² = h². The factor r + 1 is nonzero, because r = −1 would give h = 0. Hence c₃ to c₈ vanish, and the cap equations then remove c₀, c₁ and c₂.

In the code, `k`, `u` and `d` label the equations for caps, upper layer and lower layer. The lines `m3` to `m8` are the products just found, and the `z` lines cancel the nonzero factors or return to the cap equations.

## It fails when r = 0 or h = 0

```lean
/-- If the prism is flattened into the equatorial plane, the p_z orbital vanishes at every
ligand. -/
theorem pz_node_of_flat (r : ℝ) (i : Fin 9) : ligandMatrix r 0 i 3 = 0 := by
  change ligand r 0 i 2 = 0
  fin_cases i <;> simp [ligand, site]
```

At h = 0 all ligands lie in the equatorial plane, where z = 0. Column 3, the p_z column, is therefore zero. The proof checks the nine ligands one by one.

```lean
/-- If the prism is contracted onto the threefold axis, the d_zx orbital vanishes at every
ligand. -/
theorem dzx_node_of_axial (h : ℝ) (i : Fin 9) : ligandMatrix 0 h i 8 = 0 := by
  change ligand 0 h i 2 * ligand 0 h i 0 = 0
  fin_cases i <;> simp [ligand, site]
```

At r = 0 the prism ligands have x = 0 and the caps have z = 0, so zx vanishes at every ligand and column 8 is zero. In both limits some of the ligand positions coincide.

```lean
/-- For ligands on the unit sphere, the matrix of the nine spd functions at the tricapped trigonal
prism has nonzero determinant exactly when neither `r` nor `h` is zero. -/
theorem ligandMatrix_det_ne_zero_iff {r h : ℝ} (hn : r ^ 2 + h ^ 2 = 1) :
    (ligandMatrix r h).det ≠ 0 ↔ r ≠ 0 ∧ h ≠ 0 := by
  constructor
  · intro hd
    refine ⟨?_, ?_⟩
    · rintro rfl
      exact hd (Matrix.det_eq_zero_of_column_eq_zero 8 (dzx_node_of_axial h))
    · rintro rfl
      exact hd (Matrix.det_eq_zero_of_column_eq_zero 3 (pz_node_of_flat r))
  · rintro ⟨hr, hh⟩ hd
    -- a singular matrix would give a nonzero combination with nodes at all ligands
    obtain ⟨v, hv, hv0⟩ := Matrix.exists_mulVec_eq_zero_iff.mpr hd
    exact hv (hybrid_eq_zero hn hr hh v (fun i => congrFun hv0 i))
```

The symbol `↔` means "if and only if". On the unit sphere, the determinant is nonzero exactly when r and h are both nonzero. In one direction, a zero column makes the determinant zero. In the other, a zero determinant would supply a nonzero coefficient vector `v` whose combination vanishes at all ligands, contradicting `hybrid_eq_zero`.

Negative r is included. The caps then point towards the vertical edges of the prism instead of its rectangular faces, and the matrix is still invertible as long as h ≠ 0.

## Invertibility and matching amplitudes

```lean
/-- For `r, h > 0` with `r² + h² = 1`, the 9 × 9 matrix of spd functions at the ligands is
invertible. -/
theorem ligandMatrix_isUnit {r h : ℝ} (hr : 0 < r) (hh : 0 < h) (hn : r ^ 2 + h ^ 2 = 1) :
    IsUnit (ligandMatrix r h) :=
  (Matrix.isUnit_iff_isUnit_det _).mpr
    (isUnit_iff_ne_zero.mpr ((ligandMatrix_det_ne_zero_iff hn).mpr ⟨hr.ne', hh.ne'⟩))
```

`IsUnit` says that the matrix has a two-sided inverse. Positive r and h are in particular nonzero, so the previous theorem applies.

In this idealised one-parameter family of geometries, and with nonzero radial factors for s, p and d, no nonzero spd combination has zero overlap with all nine hydride 1s orbitals. The picture with nine metal–hydride bonding orbitals assumes this. Orbital energies, and with them the stability of any compound, do not enter the theorem.

```lean
/-- For `r, h > 0` with `r² + h² = 1`, any choice of nine real amplitudes `b` at the ligands is
reproduced by exactly one combination of the metal s, p and d functions. -/
theorem existsUnique_hybrid {r h : ℝ} (hr : 0 < r) (hh : 0 < h) (hn : r ^ 2 + h ^ 2 = 1)
    (b : Fin 9 → ℝ) : ∃! c : Fin 9 → ℝ, ∀ i, hybrid c (ligand r h i) = b i := by
  have hu : IsUnit (ligandMatrix r h).det :=
    (Matrix.isUnit_iff_isUnit_det _).mp (ligandMatrix_isUnit hr hh hn)
  refine ⟨(ligandMatrix r h)⁻¹ *ᵥ b, ?_, ?_⟩
  · have e : ligandMatrix r h *ᵥ ((ligandMatrix r h)⁻¹ *ᵥ b) = b := by
      rw [Matrix.mulVec_mulVec, Matrix.mul_nonsing_inv _ hu, Matrix.one_mulVec]
    exact fun i => congrFun e i
  · intro c hc
    have e : ligandMatrix r h *ᵥ c = b := funext hc
    rw [← e, Matrix.mulVec_mulVec, Matrix.nonsing_inv_mul _ hu, Matrix.one_mulVec]

end

end NineCoordinateHydride
```

The symbol `∃!` means "there is exactly one". For any real amplitudes b₀, …, b₈ at the ligands, exactly one spd combination takes those values. Writing M for the matrix, the condition is M c = b. The vector M⁻¹b solves it, and multiplying any solution by M⁻¹ shows that it is the same vector. In Lean, `*ᵥ` is the product of a matrix and a vector.

Take r = 3/5 and h = 4/5, and ask for amplitude 1 at each cap and 0 at each prism vertex. Try a combination of s and 2z² − x² − y² alone. The second function equals −1 at the caps and 2·16/25 − 9/25 = 23/25 at the prism vertices, so

c₀ − c₅ = 1
c₀ + (23/25) c₅ = 0

Subtracting gives −(48/25) c₅ = 1, hence c₅ = −25/48 and c₀ = 23/48. By uniqueness, the other seven coefficients must be zero. If both functions are normalised to mean square 1 over the unit sphere, the coefficients become 23/48 for s and −5√5/24 for d_z².

```lean
#print axioms NineCoordinateHydride.ligandMatrix_det_ne_zero_iff
#print axioms NineCoordinateHydride.existsUnique_hybrid
```

```
'NineCoordinateHydride.ligandMatrix_det_ne_zero_iff' depends on axioms: [propext, Classical.choice, Quot.sound]
'NineCoordinateHydride.existsUnique_hybrid' depends on axioms: [propext, Classical.choice, Quot.sound]
```
